# Geometric residual decay of minimal-residual iteration for \((z-H)x=b\), with \(H\) bounded and Hermitian and \(\operatorname{Im} z>0\)

A spectral function at energy \(\omega\) with Lorentzian broadening \(\eta>0\) can be computed from the resolvent \((z-H)^{-1}\) at \(z=\omega+i\eta\), applied to some vector \(b\). For a large Hamiltonian one option is to solve \((z-H)x=b\) iteratively, using only products of \(H\) with vectors. A simple scheme adds a multiple of the current residual to \(x\), and a badly chosen multiple can make it diverge. Suppose that each step instead takes the complex multiple that makes the next residual smallest. How fast must the residual then shrink?

```lean
import Mathlib

open Filter
open scoped Topology

namespace MinimalResidualResolvent

noncomputable section

variable {E : Type*} [NormedAddCommGroup E] [InnerProductSpace ℂ E]
```

The state space `E` is a complex inner product space. For an \(N\times N\) matrix, take \(\mathbb C^N\) with its usual inner product. As in Dirac notation, \(\langle u,v\rangle\), written `inner ℂ u v`, is conjugate-linear in \(u\).

## The equation and its iteration

```lean
/-- The operator `z - H`, whose inverse is the resolvent of `H` at `z`. -/
def shifted (H : E →L[ℂ] E) (z : ℂ) : E →L[ℂ] E :=
  z • ContinuousLinearMap.id ℂ E - H
```

This is \(A=z-H\). The type `E →L[ℂ] E` contains the bounded linear operators, so unbounded Hamiltonians are not covered.

```lean
/-- The residual `b - A x` of the linear equation `A x = b`. -/
def residual (A : E →L[ℂ] E) (b x : E) : E := b - A x
```

The residual is \(r=b-Ax\), which vanishes exactly when \(x\) solves the equation.

```lean
/-- A minimal-residual run: each iterate moves along the current residual, and no other
complex step length would give a smaller new residual. -/
structure IsMinResRun (A : E →L[ℂ] E) (b : E) (x : ℕ → E) (a : ℕ → ℂ) : Prop where
  step : ∀ n, x (n + 1) = x n + a n • residual A b (x n)
  minimal : ∀ n (c : ℂ), ‖residual A b (x n + a n • residual A b (x n))‖ ≤
    ‖residual A b (x n + c • residual A b (x n))‖
```

`IsMinResRun` is a property of the sequences \(x_n\) and \(a_n\). With \(r_n=b-Ax_n\), its two fields say that

\[
x_{n+1}=x_n+a_nr_n,\qquad \|r_{n+1}\|\le\|b-A(x_n+c\,r_n)\|\quad\text{for all }c\in\mathbb C .
\]

```lean
/-- The step length `⟨A r, r⟩ / ‖A r‖²`. -/
def optimalStep (A : E →L[ℂ] E) (r : E) : ℂ :=
  inner ℂ (A r) r / ((‖A r‖ ^ 2 : ℝ) : ℂ)
```

This is the candidate for the best step, \(a_*=\langle Ar,r\rangle/\|Ar\|^2\). Lean sets division by zero to zero, so \(a_*=0\) when \(Ar=0\); every step then leaves the residual unchanged.

```lean
/-- The iteration that starts at `x₀` and uses the step length `⟨A r, r⟩ / ‖A r‖²`. -/
def minresIterate (A : E →L[ℂ] E) (b x₀ : E) : ℕ → E
  | 0 => x₀
  | n + 1 => minresIterate A b x₀ n +
      optimalStep A (residual A b (minresIterate A b x₀ n)) •
        residual A b (minresIterate A b x₀ n)
```

The explicit iteration starts at \(x_0\) and uses \(a_*\) each time. It minimises along a single direction per step; despite the names in the code, it is not the Krylov method MINRES, which minimises the residual over a growing subspace.

```lean
/-- A step of length `c` along the residual `r` changes the residual to `r - c A r`. -/
theorem residual_update (A : E →L[ℂ] E) (b x : E) (c : ℂ) :
    residual A b (x + c • residual A b x) =
      residual A b x - c • A (residual A b x) := by
  simp only [residual, map_add, map_smul]
  abel
```

By linearity, \(b-A(x+cr)=r-c\,Ar\).

```lean
lemma inner_self_ofReal (r : E) : inner ℂ r r = ((‖r‖ ^ 2 : ℝ) : ℂ) := by
  rw [inner_self_eq_norm_sq_to_K]
  simp
```

This records \(\langle r,r\rangle=\|r\|^2\) as an equation between complex numbers.

## What the broadening provides

```lean
/-- For Hermitian `H`, the imaginary part of `⟨r, (z - H) r⟩` is `Im z ‖r‖²`. -/
theorem im_inner_shifted {H : E →L[ℂ] E} (hH : (H : E →ₗ[ℂ] E).IsSymmetric)
    (z : ℂ) (r : E) : (inner ℂ r (shifted H z r)).im = z.im * ‖r‖ ^ 2 := by
  -- `⟨r, H r⟩` is real
  have hreal : (inner ℂ r (H r)).im = 0 := by
    have h : inner ℂ (H r) r = inner ℂ r (H r) := hH r r
    have h2 := inner_conj_symm (𝕜 := ℂ) r (H r)
    rw [h] at h2
    exact Complex.conj_eq_iff_im.mp h2
  have e : shifted H z r = z • r - H r := rfl
  rw [e, inner_sub_right, inner_smul_right, inner_self_ofReal, Complex.sub_im, hreal,
    sub_zero, Complex.im_mul_ofReal]
```

The hypothesis `hH` says that \(H\) is Hermitian: \(\langle Hu,v\rangle=\langle u,Hv\rangle\). Hence \(\langle r,Hr\rangle\) equals its own conjugate and is real, which is `hreal`. Taking the imaginary part of \(\langle r,Ar\rangle=z\|r\|^2-\langle r,Hr\rangle\) gives

\[
\operatorname{Im}\langle r,Ar\rangle=\eta\|r\|^2,\qquad \eta=\operatorname{Im}z .
\]

A Hamiltonian with a complex self-energy generally fails this hypothesis.

```lean
/-- For Hermitian `H`, the norm of `(z - H) x` is at least `Im z` times the norm of `x`. -/
theorem im_mul_norm_le {H : E →L[ℂ] E} (hH : (H : E →ₗ[ℂ] E).IsSymmetric)
    (z : ℂ) (x : E) : z.im * ‖x‖ ≤ ‖shifted H z x‖ := by
  rcases eq_or_ne x 0 with rfl | hx
  · simp
  · have h1 := (le_abs_self _).trans (Complex.abs_im_le_norm (inner ℂ x (shifted H z x)))
    have h2 := norm_inner_le_norm (𝕜 := ℂ) x (shifted H z x)
    rw [im_inner_shifted hH] at h1
    refine le_of_mul_le_mul_left ?_ (norm_pos_iff.mpr hx)
    nlinarith
```

By Cauchy–Schwarz, \(\eta\|x\|^2\le|\langle x,Ax\rangle|\le\|x\|\,\|Ax\|\). Dividing by \(\|x\|\) gives \(\eta\|x\|\le\|Ax\|\). The proof treats \(x=0\) separately.

```lean
lemma im_le_norm_shifted [Nontrivial E] {H : E →L[ℂ] E}
    (hH : (H : E →ₗ[ℂ] E).IsSymmetric) (z : ℂ) : z.im ≤ ‖shifted H z‖ := by
  obtain ⟨x, hx⟩ := exists_ne (0 : E)
  exact le_of_mul_le_mul_right
    ((im_mul_norm_le hH z x).trans ((shifted H z).le_opNorm x)) (norm_pos_iff.mpr hx)
```

`Nontrivial E` says that the space has a nonzero vector, which for matrices means size at least 1. For such an \(x\), \(\eta\|x\|\le\|Ax\|\le\|A\|\|x\|\), so \(\eta\le\|A\|\). Here \(\|A\|\) is the operator norm, the largest singular value of a matrix.

## A trial step and the decay rate

```lean
/-- For Hermitian `H`, the fixed imaginary step `-i η / ‖A‖²`, with `A = z - H` and `η = Im z > 0`,
shrinks the squared residual at least by the factor `1 - η² / ‖A‖²`. -/
theorem trial_step_bound [Nontrivial E] {H : E →L[ℂ] E}
    (hH : (H : E →ₗ[ℂ] E).IsSymmetric) {z : ℂ} (hz : 0 < z.im) (r : E) :
    ‖r - (-((z.im / ‖shifted H z‖ ^ 2 : ℝ) : ℂ) * Complex.I) • shifted H z r‖ ^ 2 ≤
      (1 - z.im ^ 2 / ‖shifted H z‖ ^ 2) * ‖r‖ ^ 2 := by
  have hA : 0 < ‖shifted H z‖ := hz.trans_le (im_le_norm_shifted hH z)
  have hop : ‖shifted H z r‖ ^ 2 ≤ ‖shifted H z‖ ^ 2 * ‖r‖ ^ 2 := by
    rw [← mul_pow]
    exact pow_le_pow_left₀ (norm_nonneg _) ((shifted H z).le_opNorm r) 2
  have key : ∀ t : ℝ, ‖r - (-(t : ℂ) * Complex.I) • shifted H z r‖ ^ 2 =
      ‖r‖ ^ 2 - 2 * (t * (z.im * ‖r‖ ^ 2)) + t ^ 2 * ‖shifted H z r‖ ^ 2 := by
    intro t
    have hre : ∀ w : ℂ, (-(t : ℂ) * Complex.I * w).re = t * w.im := by
      intro w
      simp
    have hn : ‖-(t : ℂ) * Complex.I‖ ^ 2 = t ^ 2 := by simp [sq_abs]
    rw [norm_sub_sq (𝕜 := ℂ), inner_smul_right, norm_smul, mul_pow, hn,
      RCLike.re_eq_complex_re, hre, im_inner_shifted hH]
  rw [key]
  have h3 := mul_le_mul_of_nonneg_left hop (sq_nonneg (z.im / ‖shifted H z‖ ^ 2))
  have h4 : (z.im / ‖shifted H z‖ ^ 2) ^ 2 * (‖shifted H z‖ ^ 2 * ‖r‖ ^ 2) =
      z.im ^ 2 / ‖shifted H z‖ ^ 2 * ‖r‖ ^ 2 := by
    field_simp
  have h5 : z.im / ‖shifted H z‖ ^ 2 * (z.im * ‖r‖ ^ 2) =
      z.im ^ 2 / ‖shifted H z‖ ^ 2 * ‖r‖ ^ 2 := by ring
  linarith
```

Take the step \(c=-it\) with \(t=\eta/\|A\|^2\). Expanding the square gives

\[
\begin{aligned}
\|r+itAr\|^2&=\|r\|^2+2\operatorname{Re}\bigl(it\langle r,Ar\rangle\bigr)+t^2\|Ar\|^2\\
&=\|r\|^2-2t\eta\|r\|^2+t^2\|Ar\|^2\\
&\le\Bigl(1-\frac{2\eta^2}{\|A\|^2}+\frac{\eta^2}{\|A\|^2}\Bigr)\|r\|^2
=\Bigl(1-\frac{\eta^2}{\|A\|^2}\Bigr)\|r\|^2 .
\end{aligned}
\]

In the code, `key` is the expansion and `hop` is \(\|Ar\|^2\le\|A\|^2\|r\|^2\); `linarith` combines the inequalities.

```lean
/-- Minimal-residual iteration for `(z - H) x = b` with `H` Hermitian and `η = Im z > 0`:
`‖r_n‖² ≤ (1 - η² / ‖z - H‖²)ⁿ ‖r_0‖²`. -/
theorem minres_residual_bound [Nontrivial E] {H : E →L[ℂ] E}
    (hH : (H : E →ₗ[ℂ] E).IsSymmetric) {z : ℂ} (hz : 0 < z.im) {b : E} {x : ℕ → E}
    {a : ℕ → ℂ} (hrun : IsMinResRun (shifted H z) b x a) (n : ℕ) :
    ‖residual (shifted H z) b (x n)‖ ^ 2 ≤
      (1 - z.im ^ 2 / ‖shifted H z‖ ^ 2) ^ n * ‖residual (shifted H z) b (x 0)‖ ^ 2 := by
  have hle := im_le_norm_shifted hH z
  have hq : 0 ≤ 1 - z.im ^ 2 / ‖shifted H z‖ ^ 2 :=
    sub_nonneg.mpr (div_le_one_of_pow_le hz hle)
  induction n with
  | zero => simp
  | succ n ih =>
    -- the optimal step does at least as well as the trial step
    have h1 := hrun.minimal n (-((z.im / ‖shifted H z‖ ^ 2 : ℝ) : ℂ) * Complex.I)
    rw [← hrun.step n, residual_update] at h1
    have h2 := (pow_le_pow_left₀ (norm_nonneg _) h1 2).trans (trial_step_bound hH hz _)
    refine h2.trans ((mul_le_mul_of_nonneg_left ih hq).trans (le_of_eq ?_))
    ring
where
  div_le_one_of_pow_le {s t : ℝ} (hs : 0 < s) (hst : s ≤ t) : s ^ 2 / t ^ 2 ≤ 1 := by
    have ht : 0 < t ^ 2 := pow_pos (hs.trans_le hst) 2
    rw [div_le_iff₀ ht, one_mul]
    exact pow_le_pow_left₀ hs.le hst 2
```

For every minimal-residual run and every \(n\),

\[
\|r_n\|^2\le q^n\|r_0\|^2,\qquad q=1-\frac{\eta^2}{\|A\|^2}.
\]

The proof is by induction. The case \(n=0\) is an equality. For the next step, `hrun.minimal` compares the chosen step with the trial step, so \(\|r_{n+1}\|^2\le q\|r_n\|^2\). Since \(\eta\le\|A\|\) makes \(q\ge0\), the induction hypothesis can be multiplied by \(q\), giving \(q^{n+1}\|r_0\|^2\). The trial step appears only in the proof; the iteration does not need the value of \(\|A\|\) to choose its step.

## The best step in closed form

```lean
/-- When `A r ≠ 0`, a complex step `a` minimises the new residual norm `‖r - a A r‖` exactly
when `a = ⟨A r, r⟩ / ‖A r‖²`. -/
theorem minimal_iff_optimalStep (A : E →L[ℂ] E) {r : E} (hr : A r ≠ 0) (a : ℂ) :
    (∀ c : ℂ, ‖r - a • A r‖ ≤ ‖r - c • A r‖) ↔ a = optimalStep A r := by
  have hw : 0 < ‖A r‖ := norm_pos_iff.mpr hr
  have hwc : ((‖A r‖ ^ 2 : ℝ) : ℂ) ≠ 0 := Complex.ofReal_ne_zero.mpr (pow_pos hw 2).ne'
  -- the optimal residual is orthogonal to `A r`
  have horth : inner ℂ (r - optimalStep A r • A r) (A r) = 0 := by
    apply inner_eq_zero_symm.mp
    rw [inner_sub_right, inner_smul_right, inner_self_ofReal, optimalStep,
      div_mul_cancel₀ _ hwc, sub_self]
  have pyth : ∀ c : ℂ, ‖r - c • A r‖ ^ 2 =
      ‖r - optimalStep A r • A r‖ ^ 2 + (‖optimalStep A r - c‖ * ‖A r‖) ^ 2 := by
    intro c
    have e : r - c • A r =
        (r - optimalStep A r • A r) + (optimalStep A r - c) • A r := by module
    rw [e, norm_add_sq (𝕜 := ℂ), inner_smul_right, horth, norm_smul]
    simp
  constructor
  · intro h
    have h1 := pow_le_pow_left₀ (norm_nonneg _) (h (optimalStep A r)) 2
    rw [pyth a] at h1
    have h2 : (‖optimalStep A r - a‖ * ‖A r‖) ^ 2 = 0 :=
      le_antisymm (by linarith) (sq_nonneg _)
    have h3 := (mul_eq_zero.mp (pow_eq_zero_iff two_ne_zero |>.mp h2)).resolve_right hw.ne'
    exact (sub_eq_zero.mp (norm_eq_zero.mp h3)).symm
  · rintro rfl c
    refine le_of_sq_le_sq ?_ (norm_nonneg _)
    rw [pyth c]
    exact le_add_of_nonneg_right (sq_nonneg _)
where
  le_of_sq_le_sq {s t : ℝ} (h : s ^ 2 ≤ t ^ 2) (ht : 0 ≤ t) : s ≤ t :=
    le_of_not_gt fun hlt => by nlinarith
```

Let \(Ar\ne0\). The vector \(r-a_*Ar\) is orthogonal to \(Ar\), because \(\langle Ar,r\rangle-a_*\|Ar\|^2=0\). Writing \(r-cAr=(r-a_*Ar)+(a_*-c)Ar\), Pythagoras gives

\[
\|r-cAr\|^2=\|r-a_*Ar\|^2+|a_*-c|^2\|Ar\|^2 .
\]

The last term vanishes only at \(c=a_*\), which is therefore the unique minimiser. These two facts are `horth` and `pyth`.

The order in the inner product matters: \(\langle r,Ar\rangle\) in the numerator gives the conjugate step. Take

\[
H=\begin{pmatrix}1&0\\0&-1\end{pmatrix},\quad z=i,\quad b=\begin{pmatrix}1\\1\end{pmatrix},\quad x_0=0 .
\]

Then \(r_0=(1,1)\), \(Ar_0=(i-1,\,i+1)\), \(\|Ar_0\|^2=4\) and \(\langle Ar_0,r_0\rangle=-2i\), so \(a_0=-i/2\). The new residual is

\[
r_1=\Bigl(\frac{1-i}{2},\frac{1+i}{2}\Bigr),\qquad \|r_1\|^2=1=\tfrac12\|r_0\|^2 .
\]

Since \(\eta=1\) and \(\|A\|^2=2\), the bound also gives the factor \(\tfrac12\), so it is attained. The conjugate step \(+i/2\) would raise the squared residual from 2 to 5.

```lean
/-- The explicit iteration with step lengths `⟨A r, r⟩ / ‖A r‖²` is a minimal-residual run,
for every `A`, right-hand side and starting vector. -/
theorem minresIterate_witness (A : E →L[ℂ] E) (b x₀ : E) :
    IsMinResRun A b (minresIterate A b x₀)
      (fun n => optimalStep A (residual A b (minresIterate A b x₀ n))) := by
  refine ⟨fun n => rfl, fun n c => ?_⟩
  rw [residual_update, residual_update]
  by_cases h : A (residual A b (minresIterate A b x₀ n)) = 0
  · simp [h]
  · exact (minimal_iff_optimalStep A h _).mpr rfl c
```

The explicit iteration satisfies `IsMinResRun` for any bounded \(A\), any \(b\) and any start. If \(Ar=0\), all steps tie; otherwise the preceding theorem applies. Minimality alone does not make the residual decay for a general \(A\): the rate comes from \(H\) being Hermitian and \(\eta>0\).

## From small residuals to the solution

```lean
/-- If `(z - H) y = b` with `H` Hermitian and `Im z > 0`, the iterates of every
minimal-residual run converge to `y`. -/
theorem minres_tendsto [Nontrivial E] {H : E →L[ℂ] E}
    (hH : (H : E →ₗ[ℂ] E).IsSymmetric) {z : ℂ} (hz : 0 < z.im) {b y : E}
    (hy : shifted H z y = b) {x : ℕ → E} {a : ℕ → ℂ}
    (hrun : IsMinResRun (shifted H z) b x a) : Tendsto x atTop (𝓝 y) := by
  have hle := im_le_norm_shifted hH z
  have hA : 0 < ‖shifted H z‖ := hz.trans_le hle
  have hq0 : 0 ≤ 1 - z.im ^ 2 / ‖shifted H z‖ ^ 2 := by
    rw [sub_nonneg, div_le_iff₀ (pow_pos hA 2), one_mul]
    exact pow_le_pow_left₀ hz.le hle 2
  have hq1 : 1 - z.im ^ 2 / ‖shifted H z‖ ^ 2 < 1 :=
    sub_lt_self _ (div_pos (pow_pos hz 2) (pow_pos hA 2))
  -- the error is controlled by the residual
  have hb : ∀ n, ‖x n - y‖ ^ 2 ≤ (1 - z.im ^ 2 / ‖shifted H z‖ ^ 2) ^ n *
      (‖residual (shifted H z) b (x 0)‖ ^ 2 / z.im ^ 2) := by
    intro n
    have h1 := im_mul_norm_le hH z (y - x n)
    rw [map_sub, hy, norm_sub_rev y (x n)] at h1
    have h2 := pow_le_pow_left₀ (mul_nonneg hz.le (norm_nonneg _)) h1 2
    have h3 := h2.trans (minres_residual_bound hH hz hrun n)
    rw [← mul_div_assoc, le_div_iff₀ (pow_pos hz 2)]
    linarith [mul_pow z.im ‖x n - y‖ 2]
  have hlim := (tendsto_pow_atTop_nhds_zero_of_lt_one hq0 hq1).mul_const
    (‖residual (shifted H z) b (x 0)‖ ^ 2 / z.im ^ 2)
  rw [zero_mul] at hlim
  have hs := (squeeze_zero (fun n => sq_nonneg ‖x n - y‖) hb hlim).sqrt
  simp only [Real.sqrt_sq (norm_nonneg _), Real.sqrt_zero] at hs
  exact tendsto_iff_norm_sub_tendsto_zero.mpr hs

end

end MinimalResidualResolvent
```

The hypothesis `hy` supplies a solution \(y\) of \(Ay=b\). For matrices one always exists, since \(\eta\|x\|\le\|Ax\|\) makes \(A\) injective and hence invertible. From \(A(y-x_n)=r_n\) and the same inequality,

\[
\|x_n-y\|^2\le\frac{\|r_n\|^2}{\eta^2}\le q^n\,\frac{\|r_0\|^2}{\eta^2}.
\]

Because \(0\le q<1\), the right side tends to zero and \(x_n\to y\). In the code, `hb` is this estimate, and `squeeze_zero` takes the limit.

For Green's function calculations with a bounded Hermitian \(H\) and fixed broadening, this guarantees convergence in exact arithmetic whenever a solution exists, as it does for matrices. The guaranteed rate weakens as \(\eta/\|A\|\) becomes small, and rounding errors are not modelled.

```lean
#print axioms MinimalResidualResolvent.minres_residual_bound
#print axioms MinimalResidualResolvent.minres_tendsto
```

```
'MinimalResidualResolvent.minres_residual_bound' depends on axioms: [propext, Classical.choice, Quot.sound]
'MinimalResidualResolvent.minres_tendsto' depends on axioms: [propext, Classical.choice, Quot.sound]
```
